# Current conservation and occupation of a single level with self-consistent elastic dephasing

Suppose that dephasing is added to the Green function of a level between two leads, but not to the equation that fills the level. The currents from the leads then generally fail to add up to zero, and a steady state has nowhere to put the difference. The missing term is in-scattering proportional to the occupation itself. Restoring it puts the unknown on both sides of its own equation, which has a unique solution only if a certain factor is nonzero. For one level with wide-band leads, the retarded Green function guarantees this.

```lean
import Mathlib

open Complex

namespace ElasticDephasingLevel

noncomputable section
```

## The level, its leads and the dephasing

Let $E$ be the electron energy measured from the level, and let $a$ and $b$ be the energy-independent coupling rates to the two leads, with $\hbar=1$. Without dephasing the inverse Green function is

$$z = E + \tfrac{i}{2}(a+b).$$

```lean
/-- Inverse Green function `E + i(a+b)/2` of a level coupled to two wide-band leads,
without dephasing. -/
def bareInverse (E a b : ℝ) : ℂ := (E : ℂ) + (((a + b) / 2 : ℝ) : ℂ) * I
```

Elastic dephasing stands for scattering from fluctuations of the level energy that exchange no energy with the electron. In the self-consistent Born approximation it adds a self-energy $DG$, where $D$ is the mean square of these fluctuations, an energy squared, and so is not negative. The Dyson equation is then $G(z-DG)=1$. It is taken here as a definition, not derived from a model of the fluctuations.

```lean
/-- Self-consistent Dyson equation with the elastic dephasing self-energy `D G`. -/
def Dyson (E a b D : ℝ) (G : ℂ) : Prop :=
  G * (bareInverse E a b - (D : ℂ) * G) = 1
```

The spectral function is $A=-2\,\mathrm{Im}\,G$, without a factor $1/2\pi$. "Retarded" means $\mathrm{Im}\,G<0$ at the given energy; analyticity in $E$ is not considered.

```lean
/-- The spectral function `A = -2 Im G`. -/
def spectral (G : ℂ) : ℝ := -2 * G.im
```

The occupation $n$ per unit energy, in the same normalisation as $A$, obeys the Keldysh equation

$$n=|G|^2(a f_a+b f_b+Dn).$$

The lead occupations $f_a,f_b$ may be any real numbers, Fermi functions included.

```lean
/-- Keldysh equation for the occupation `n` per unit energy, normalised like `A = -2 Im G` (without
a factor `1/2π`): the level is filled from the two leads and by in-scattering `D n` from the
dephasing itself. -/
def Keldysh (a b D fa fb : ℝ) (G : ℂ) (n : ℝ) : Prop :=
  n = ‖G‖ ^ 2 * (a * fa + b * fb + D * n)
```

A lead with rate $\gamma$ and occupation $f$ supplies the particle current $\gamma(fA-n)$ per unit energy, again without the factor $1/2\pi$.

```lean
/-- Particle current per unit energy, without the prefactor `1/2π`, from a lead with rate `γ` and
occupation `f` into the level: inflow `γ f A` minus outflow `γ n`. -/
def leadCurrent (γ f : ℝ) (G : ℂ) (n : ℝ) : ℝ := γ * (f * spectral G - n)
```

## Spectral weight balances the lead rates

Multiply the Dyson equation by $\bar G$ to get $|G|^2(z-DG)=\bar G$. Its imaginary part is

$$|G|^2\left(\tfrac{a+b}{2}-D\,\mathrm{Im}\,G\right)=-\mathrm{Im}\,G.$$

Doubling and inserting $A$ gives $|G|^2(a+b+DA)=A$, or

$$A\,(1-D|G|^2)=(a+b)|G|^2.$$

In Lean, `h1` and `h2` are the real and imaginary parts of the Dyson equation. The final `linear_combination` forms the imaginary part of its product with $\bar G$. No signs are assumed.

```lean
/-- Every solution of the Dyson equation obeys `A (1 - D |G|²) = (a + b) |G|²`. -/
theorem spectral_identity {E a b D : ℝ} {G : ℂ} (h : Dyson E a b D G) :
    spectral G * (1 - D * ‖G‖ ^ 2) = (a + b) * ‖G‖ ^ 2 := by
  unfold Dyson bareInverse at h
  have h1 := congrArg Complex.re h
  have h2 := congrArg Complex.im h
  simp only [Complex.mul_re, Complex.mul_im, Complex.sub_re, Complex.sub_im,
    Complex.add_re, Complex.add_im, Complex.ofReal_re, Complex.ofReal_im,
    Complex.I_re, Complex.I_im, Complex.one_re, Complex.one_im] at h1 h2
  rw [Complex.sq_norm, Complex.normSq_apply]
  unfold spectral
  -- imaginary part of the Dyson equation multiplied by the conjugate of `G`
  linear_combination (-2) * (G.re * h2 - G.im * h1)
```

## The retarded branch has $D|G|^2<1$

A solution cannot be $G=0$, since that would give $0=1$. If $a+b>0$, the right side of the identity is therefore positive, so $A$ and $1-D|G|^2$ have the same sign. Hence $\mathrm{Im}\,G<0$ exactly when $D|G|^2<1$. The proof rules out the wrong sign in each direction by contradiction.

```lean
/-- If `a + b > 0`, a solution of the Dyson equation is retarded, `Im G < 0`, exactly when `D |G|² <
1`. -/
theorem retarded_iff {E a b D : ℝ} {G : ℂ} (hab : 0 < a + b) (h : Dyson E a b D G) :
    G.im < 0 ↔ D * ‖G‖ ^ 2 < 1 := by
  have hG : G ≠ 0 := by
    intro h0
    unfold Dyson at h
    rw [h0, zero_mul] at h
    exact zero_ne_one h
  have hN : 0 < ‖G‖ ^ 2 := pow_pos (norm_pos_iff.mpr hG) 2
  have hA := spectral_identity h
  have hR := mul_pos hab hN
  rw [← hA] at hR
  unfold spectral at hR
  constructor
  · intro hi
    by_contra hc
    have h1 : 0 ≤ -G.im := by linarith
    have h2 : 0 ≤ D * ‖G‖ ^ 2 - 1 := by linarith [not_lt.mp hc]
    nlinarith [mul_nonneg h1 h2]
  · intro hd
    by_contra hc
    have h1 : 0 ≤ G.im := not_lt.mp hc
    have h2 : 0 ≤ 1 - D * ‖G‖ ^ 2 := by linarith
    nlinarith [mul_nonneg h1 h2]
```

## There is exactly one retarded solution

Let $a,b>0$ and $D\ge 0$. For $D=0$ the solution is $G=1/z$, and $z\neq0$ because its imaginary part is positive.

For $D>0$ choose a complex $s$ with $s^2=z^2-4D$ and set

$$G_1=\frac{z+s}{2D},\qquad G_2=\frac{z}{D}-G_1.$$

Both solve the Dyson equation, and $DG_1G_2=1$, so $(D|G_1|^2)(D|G_2|^2)=1$. If neither factor were below 1, both would equal 1. The spectral identity for $G_1$ would then read $0=(a+b)|G_1|^2$, which is impossible. One root is therefore retarded.

For uniqueness, let $G$ and $G'$ both be retarded. Multiplying each equation by the other solution and subtracting gives

$$(G-G')(1-DGG')=0.$$

The second factor cannot vanish, because

$$D|G||G'|\le\tfrac12\left(D|G|^2+D|G'|^2\right)<1.$$

The Lean proof follows the same order: the case $D=0$, the two roots, then uniqueness, where the last `nlinarith` uses $D(|G|-|G'|)^2\ge0$.

```lean
/-- For every electron energy `E`, positive lead rates and dephasing strength `D ≥ 0`, the Dyson
equation has exactly one retarded solution. -/
theorem existsUnique_retarded (E : ℝ) {a b D : ℝ} (ha : 0 < a) (hb : 0 < b) (hD : 0 ≤ D) :
    ∃! G : ℂ, Dyson E a b D G ∧ G.im < 0 := by
  have hab : 0 < a + b := add_pos ha hb
  have hex : ∃ G : ℂ, Dyson E a b D G ∧ G.im < 0 := by
    rcases hD.eq_or_lt with h0 | hpos
    · -- without dephasing the equation is linear
      subst h0
      have hz : bareInverse E a b ≠ 0 := by
        intro h
        have h' := congrArg Complex.im h
        simp only [bareInverse, Complex.add_im, Complex.mul_im, Complex.ofReal_re,
          Complex.ofReal_im, Complex.I_re, Complex.I_im, Complex.zero_im] at h'
        linarith
      have hd : Dyson E a b 0 (bareInverse E a b)⁻¹ := by
        unfold Dyson
        rw [Complex.ofReal_zero, zero_mul, sub_zero, inv_mul_cancel₀ hz]
      exact ⟨_, hd, (retarded_iff hab hd).2 (by rw [zero_mul]; exact one_pos)⟩
    · have hDc : (D : ℂ) ≠ 0 := Complex.ofReal_ne_zero.mpr hpos.ne'
      obtain ⟨s, hs⟩ := IsAlgClosed.exists_pow_nat_eq
        ((bareInverse E a b) ^ 2 - 4 * (D : ℂ)) (n := 2) (by norm_num)
      obtain ⟨G₁, e1⟩ : ∃ g : ℂ, 2 * (D : ℂ) * g = bareInverse E a b + s :=
        ⟨(bareInverse E a b + s) / (2 * (D : ℂ)), by field_simp⟩
      obtain ⟨G₂, e2⟩ : ∃ g : ℂ, (D : ℂ) * g = bareInverse E a b - (D : ℂ) * G₁ :=
        ⟨(bareInverse E a b - (D : ℂ) * G₁) / (D : ℂ), by field_simp⟩
      have d1 : Dyson E a b D G₁ := by
        unfold Dyson
        have h4 : (4 : ℂ) * (D : ℂ) ≠ 0 := mul_ne_zero (by norm_num) hDc
        apply mul_left_cancel₀ h4
        linear_combination
          (2 * bareInverse E a b - 2 * (D : ℂ) * G₁ - (bareInverse E a b + s)) * e1 - hs
      have hp : G₁ * ((D : ℂ) * G₂) = 1 := by
        rw [e2]
        exact d1
      have d2 : Dyson E a b D G₂ := by
        unfold Dyson
        linear_combination (-G₂) * e2 + hp
      have hn := congrArg norm hp
      simp only [norm_mul, Complex.norm_real, Real.norm_eq_abs, abs_of_pos hpos,
        norm_one] at hn
      have hpq : (D * ‖G₁‖ ^ 2) * (D * ‖G₂‖ ^ 2) = 1 := by
        linear_combination (‖G₁‖ * (D * ‖G₂‖) + 1) * hn
      -- the two roots lie on opposite sides of `D |G|² = 1`
      by_cases c1 : D * ‖G₁‖ ^ 2 < 1
      · exact ⟨G₁, d1, (retarded_iff hab d1).2 c1⟩
      · refine ⟨G₂, d2, (retarded_iff hab d2).2 ?_⟩
        by_contra c2
        have g1 := not_lt.mp c1
        have g2 := not_lt.mp c2
        have hone : D * ‖G₁‖ ^ 2 = 1 := le_antisymm (by nlinarith) g1
        have hA := spectral_identity d1
        rw [hone, sub_self, mul_zero] at hA
        have hN : ‖G₁‖ ^ 2 = 0 := (mul_eq_zero.mp hA.symm).resolve_left hab.ne'
        rw [hN, mul_zero] at hone
        exact zero_ne_one hone
  obtain ⟨G, hG, hi⟩ := hex
  refine ⟨G, ⟨hG, hi⟩, ?_⟩
  rintro G' ⟨hG', hi'⟩
  have l1 := (retarded_iff hab hG).1 hi
  have l2 := (retarded_iff hab hG').1 hi'
  unfold Dyson at hG hG'
  have hprod : (G - G') * (1 - (D : ℂ) * G * G') = 0 := by
    linear_combination G' * hG - G * hG'
  rcases mul_eq_zero.mp hprod with h | h
  · exact (sub_eq_zero.mp h).symm
  · -- distinct roots would have `D |G| |G'| = 1`
    exfalso
    have hn := congrArg norm (sub_eq_zero.mp h).symm
    simp only [norm_mul, Complex.norm_real, Real.norm_eq_abs, abs_of_nonneg hD,
      norm_one] at hn
    nlinarith [mul_nonneg hD (sq_nonneg (‖G‖ - ‖G'‖))]
```

## The occupation is $A$ times a weighted average of the leads

Write $F=af_a+bf_b$. The Keldysh equation rearranges to $n(1-D|G|^2)=|G|^2F$. Multiply by $a+b$ and use the spectral identity:

$$(a+b)\,n\,(1-D|G|^2)=A\,(1-D|G|^2)\,F.$$

The common factor is positive on the retarded branch, so it cancels:

$$n=\frac{A\,(af_a+bf_b)}{a+b}.$$

The theorem states this as an equivalence for every real $n$, which gives existence and uniqueness together. `mul_right_cancel₀` performs the cancellation. The sign of $D$ is not needed here, once a retarded $G$ is given.

```lean
/-- For positive lead rates and any solution `G` of the Dyson equation with `Im G < 0`, one has `D
|G|² < 1`, and the Keldysh equation has the unique solution `n = A (a fa + b fb) / (a + b)` with `A
= -2 Im G`. -/
theorem dephased_occupation {E a b D : ℝ} {G : ℂ} (fa fb : ℝ) (ha : 0 < a) (hb : 0 < b)
    (h : Dyson E a b D G) (hi : G.im < 0) :
    D * ‖G‖ ^ 2 < 1 ∧
      ∀ n : ℝ, Keldysh a b D fa fb G n ↔
        n = spectral G * (a * fa + b * fb) / (a + b) := by
  have hab : 0 < a + b := add_pos ha hb
  have hlt := (retarded_iff hab h).1 hi
  have hA := spectral_identity h
  refine ⟨hlt, fun n => ?_⟩
  have hne : 1 - D * ‖G‖ ^ 2 ≠ 0 := (sub_pos.mpr hlt).ne'
  rw [eq_div_iff hab.ne']
  unfold Keldysh
  constructor
  · intro hn
    apply mul_right_cancel₀ hne
    linear_combination (a + b) * hn - (a * fa + b * fb) * hA
  · intro hn
    apply mul_right_cancel₀ hab.ne'
    linear_combination (1 - D * ‖G‖ ^ 2) * hn + (a * fa + b * fb) * hA
```

## The lead currents are opposite

Substituting $n$ into the current from the first lead gives

$$a(f_aA-n)=\frac{aA\left[(a+b)f_a-af_a-bf_b\right]}{a+b}=\frac{abA(f_a-f_b)}{a+b}.$$

Exchanging the leads reverses the sign, so the total vanishes.

```lean
/-- With the self-consistent occupation, the currents from the two leads are
`a b A (fa - fb) / (a + b)` and `a b A (fb - fa) / (a + b)`. -/
theorem lead_currents {E a b D fa fb n : ℝ} {G : ℂ} (ha : 0 < a) (hb : 0 < b)
    (h : Dyson E a b D G) (hi : G.im < 0) (hn : Keldysh a b D fa fb G n) :
    leadCurrent a fa G n = a * b * spectral G * (fa - fb) / (a + b) ∧
      leadCurrent b fb G n = a * b * spectral G * (fb - fa) / (a + b) := by
  have hab : a + b ≠ 0 := (add_pos ha hb).ne'
  have hs := ((dephased_occupation fa fb ha hb h hi).2 n).1 hn
  rw [eq_div_iff hab] at hs
  unfold leadCurrent
  constructor
  · rw [eq_div_iff hab]
    linear_combination (-a) * hs
  · rw [eq_div_iff hab]
    linear_combination (-b) * hs
```

## The leak without in-scattering

If $Dn$ is dropped, the occupation becomes $n_0=|G|^2F$, and the currents add up to

$$AF-(a+b)n_0=F\left(A-(a+b)|G|^2\right)=D|G|^2AF.$$

On the retarded branch this is nonzero whenever $D>0$ and $F\ne0$.

```lean
/-- If the in-scattering term `D n` is dropped from the Keldysh equation, the lead currents
add up to `D |G|² A (a fa + b fb)`. -/
theorem current_leak_without_inscattering {E a b D : ℝ} {G : ℂ} (fa fb : ℝ)
    (h : Dyson E a b D G) :
    leadCurrent a fa G (‖G‖ ^ 2 * (a * fa + b * fb)) +
      leadCurrent b fb G (‖G‖ ^ 2 * (a * fa + b * fb)) =
        D * ‖G‖ ^ 2 * spectral G * (a * fa + b * fb) := by
  have hA := spectral_identity h
  unfold leadCurrent
  linear_combination (a * fa + b * fb) * hA

end

end ElasticDephasingLevel
```

```lean
#print axioms ElasticDephasingLevel.existsUnique_retarded
-- 'ElasticDephasingLevel.existsUnique_retarded' depends on axioms: [propext, Classical.choice, Quot.sound]
#print axioms ElasticDephasingLevel.lead_currents
-- 'ElasticDephasingLevel.lead_currents' depends on axioms: [propext, Classical.choice, Quot.sound]
#print axioms ElasticDephasingLevel.current_leak_without_inscattering
-- 'ElasticDephasingLevel.current_leak_without_inscattering' depends on axioms: [propext, Classical.choice, Quot.sound]
```

## A worked instance, and the iteration in a code

Take $E=0$, $a=1$, $b=2$, $D=1$, $f_a=1$, $f_b=0$. With $G=-ig$ the Dyson equation becomes $g^2+\tfrac32g-1=0$, with roots $g=\tfrac12$ and $g=-2$. The retarded solution is $G=-i/2$, so $D|G|^2=\tfrac14$ and $A=1$. The occupation is $n=\tfrac13$, and the currents are $\tfrac23$ and $-\tfrac23$. Without in-scattering, $n_0=\tfrac14$ and the currents are $\tfrac34$ and $-\tfrac12$, which leaves a spurious $\tfrac14$.

A Green-function transport code may solve the Keldysh equation by repeated substitution. For this single level, with $D\ge0$ and the retarded $G$ held fixed, each pass multiplies the error in $n$ by $D|G|^2<1$, a convergence statement that follows from the bound but is not itself one of the theorems. Starting from $n=0$, the instance gives $\tfrac14,\tfrac5{16},\tfrac{21}{64},\dots$, approaching $\tfrac13$. The first pass is exactly $n_0$, so stopping there produces the full leak, and the sum of the lead currents serves as a convergence check.
